# The Fukui vector of a twice continuously differentiable energy: $\partial n_i/\partial N=\partial\mu/\partial v_i$, with components summing to one under the shift law

The electron number $N$ is taken here as a real variable, and the energy $E(N,v)$ as a twice continuously differentiable function of $N$ and of the potentials $v=(v_i)$ on a finite set of sites. This is an assumption about the physics. At zero temperature the ensemble energy consists of straight segments between integer values of $N$, and its slope can jump at the integers. A smooth $E$ stands for a finite-temperature free energy or for a smooth interpolation in $N$.

## Two relations between populations and chemical potential

Let $v_i$ be the potential energy of an electron on site $i$. The site population, the chemical potential, the Fukui component and the hardness are

$$n_i=\frac{\partial E}{\partial v_i},\qquad \mu=\frac{\partial E}{\partial N},\qquad f_i=\frac{\partial n_i}{\partial N},\qquad \eta=\frac{\partial \mu}{\partial N}.$$

Derivatives in $N$ are taken at fixed $v$, and derivatives in $v_i$ at fixed $N$ and fixed potentials on the other sites. The first relation needs only the smoothness of $E$:

$$\frac{\partial n_i}{\partial N}=\frac{\partial\mu}{\partial v_i}.$$

The second also needs the shift law. With $\mathbf 1=(1,\dots,1)$,

$$E(N,v+c\mathbf 1)=E(N,v)+cN\quad\text{for all real }c\qquad\Longrightarrow\qquad \sum_i f_i=1.$$

The shift law says that a uniform potential couples only to the total number of electrons, so that moving the zero of the potential adds $c$ per electron.

In conceptual density functional theory, for a finite set of sites and an energy twice continuously differentiable in $N$ and $v$ together, the local reactivity index $f_i$ can therefore be obtained either by changing the electron number or by perturbing a site.

## Two finite-difference routes in a code

The first route changes the electron number at fixed potential:

$$f_i\approx\frac{n_i(N+\delta,v)-n_i(N-\delta,v)}{2\delta}.$$

One pair of runs gives every component. If the populations in each run add up to the electron number, these estimates sum to one whatever the quality of the response. The sum then tests the normalisation and nothing else.

The second route perturbs one site and reads the chemical potential, with $e_i$ the unit vector on site $i$:

$$f_i\approx\frac{\mu(N,v+he_i)-\mu(N,v-he_i)}{2h}.$$

Here $N$ must be held fixed, so the Fermi level has to be solved for again in each run. Comparing the two routes is a useful consistency check. Where the energy is smooth, a discrepancy that remains as the steps shrink, in well-converged runs, suggests that $\mu$ and $n_i$ are not derivatives of the same energy. With Fermi smearing, the Fermi level and the populations belong to the free energy, so a $\mu$ obtained by differencing the internal energy is in general not the right one to compare. Likewise, $v_i$ must couple to the same site population that the code prints. At a kink in $N$ the two routes can disagree without any error of this kind.

The file contains a small test case, the two-site energy

$$E=\frac{N^2}{2}+\frac N2(v_0+v_1)-\frac N4(v_0-v_1)^2 .$$

At $N=1$ and $v=(0.2,0)$ it gives $f_0=0.4$ and $f_1=0.6$. Since $n_0$ is linear in $N$ and $\mu$ is quadratic in $v_0$, both central differences return $f_0=0.4$ up to rounding, for any step.

## From mixed derivatives to the sum rule

**The Maxwell relation.** Because $E$ is twice continuously differentiable, its mixed second derivatives do not depend on the order of differentiation:

$$f_i=\frac{\partial}{\partial N}\frac{\partial E}{\partial v_i}=\frac{\partial}{\partial v_i}\frac{\partial E}{\partial N}=\frac{\partial\mu}{\partial v_i}.$$

With the chain rule, this gives the change of $\mu$ along any differentiable path $(N(t),v(t))$:

$$\frac{d\mu}{dt}=\frac{\partial\mu}{\partial N}\frac{dN}{dt}+\sum_i\frac{\partial\mu}{\partial v_i}\frac{dv_i}{dt}=\eta\,\frac{dN}{dt}+\sum_i f_i\,\frac{dv_i}{dt}.$$

**The total population.** Fix $N$ and $v$, and set $g(c)=E(N,v+c\mathbf 1)$. Every site potential changes at unit rate, so the chain rule gives

$$g'(c)=\sum_i n_i(N,v+c\mathbf 1).$$

If the shift law holds, then $g(c)=E(N,v)+cN$ and $g'(0)=N$. Hence $\sum_i n_i(N,v)=N$.

Conversely, suppose that the populations sum to $N$ at every $N$ and $v$. Then $g(c)-cN$ has zero derivative for all $c$ and is constant. Its value at $c=0$ is $E(N,v)$, which gives back the shift law.

**The sum rule.** Differentiating $\sum_i n_i(N,v)=N$ with respect to $N$ at fixed $v$ gives

$$\sum_i f_i=\sum_i\frac{\partial n_i}{\partial N}=1.$$

**A double-counted potential.** Without the shift law the sum rule can fail. Take one site and $E(N,v)=2Nv$, as if a code had added the external potential energy twice. This energy is smooth and the Maxwell relation holds, with $n=2N$, $\mu=2v$ and $\partial n/\partial N=\partial\mu/\partial v=2$. The only Fukui component is $2$, not $1$. If the population is computed as the energy derivative $\partial E/\partial v$, the two finite-difference routes agree on $2$, and it is the sum that reveals the error. If the code instead prints a normalised electron count $n=N$, the first route gives $1$ and the second gives $2$, so comparing the routes reveals it.

## The Lean file

```lean
import Mathlib

open Finset

namespace FukuiMaxwell

noncomputable section

variable {ι : Type*} [Fintype ι] [DecidableEq ι]

/-- The site density `n_i = ∂E/∂v_i` at fixed electron number. -/
def density (E : ℝ × (ι → ℝ) → ℝ) (N : ℝ) (v : ι → ℝ) (i : ι) : ℝ :=
  deriv (fun t => E (N, Function.update v i t)) (v i)

/-- The chemical potential `μ = ∂E/∂N` at fixed external potential. -/
def chemicalPotential (E : ℝ × (ι → ℝ) → ℝ) (N : ℝ) (v : ι → ℝ) : ℝ :=
  deriv (fun n => E (n, v)) N

/-- The Fukui vector `f_i = ∂n_i/∂N` at fixed external potential. -/
def fukui (E : ℝ × (ι → ℝ) → ℝ) (N : ℝ) (v : ι → ℝ) (i : ι) : ℝ :=
  deriv (fun n => density E n v i) N

/-- The global hardness `η = ∂μ/∂N` at fixed external potential. -/
def hardness (E : ℝ × (ι → ℝ) → ℝ) (N : ℝ) (v : ι → ℝ) : ℝ :=
  deriv (fun n => chemicalPotential E n v) N

/-- The shift law: raising the potential by `c` on every site raises the energy by `c N`. -/
def ShiftLaw (E : ℝ × (ι → ℝ) → ℝ) : Prop :=
  ∀ (N : ℝ) (v : ι → ℝ) (c : ℝ), E (N, fun i => v i + c) = E (N, v) + c * N

omit [DecidableEq ι] in
/-- Chain rule for a differentiable function of electron number and potential
along a differentiable path. -/
theorem hasDerivAt_path {G : Type*} [NormedAddCommGroup G] [NormedSpace ℝ G]
    {F : ℝ × (ι → ℝ) → G} (hF : Differentiable ℝ F) {x : ℝ → ℝ} {y : ℝ → ι → ℝ}
    {s a : ℝ} {w : ι → ℝ} (hx : HasDerivAt x a s) (hy : HasDerivAt y w s) :
    HasDerivAt (fun t => F (x t, y t)) (fderiv ℝ F (x s, y s) (a, w)) s :=
  (hF (x s, y s)).hasFDerivAt.comp_hasDerivAt s (hx.prodMk hy)

omit [DecidableEq ι] in
/-- Along a differentiable path, the slope of a twice continuously differentiable energy in a
fixed direction `d` changes at the rate given by the second derivative. -/
theorem hasDerivAt_slope {E : ℝ × (ι → ℝ) → ℝ} (hE : ContDiff ℝ 2 E) {x : ℝ → ℝ}
    {y : ℝ → ι → ℝ} {s a : ℝ} {w : ι → ℝ} (hx : HasDerivAt x a s) (hy : HasDerivAt y w s)
    (d : ℝ × (ι → ℝ)) :
    HasDerivAt (fun t => fderiv ℝ E (x t, y t) d)
      (fderiv ℝ (fderiv ℝ E) (x s, y s) (a, w) d) s := by
  have hG : ContDiff ℝ 1 (fderiv ℝ E) := hE.fderiv_right one_add_one_eq_two.le
  have h := hasDerivAt_path (hG.differentiable (by norm_num)) hx hy
  exact (ContinuousLinearMap.apply ℝ ℝ d).hasFDerivAt.comp_hasDerivAt s h

/-- A linear response to a change `(a, w)` of electron number and potential is the sum of
the responses to the separate changes. -/
theorem response_expand (L : ℝ × (ι → ℝ) →L[ℝ] ℝ) (a : ℝ) (w : ι → ℝ) :
    L (a, w) = L (1, 0) * a + ∑ i, L (0, Pi.single i 1) * w i := by
  have h : (a, w) = a • ((1 : ℝ), (0 : ι → ℝ))
      + ∑ i, w i • ((0 : ℝ), (Pi.single i 1 : ι → ℝ)) := by
    refine Prod.ext ?_ ?_
    · simp [Prod.fst_sum]
    · ext j
      simp [Prod.snd_sum, Finset.sum_apply, Pi.single_apply]
  rw [h, map_add, map_sum]
  simp only [map_smul, smul_eq_mul, mul_comm]

/-- For a differentiable energy, the chemical potential and the site densities are the
components of its total derivative. -/
theorem first_derivatives {E : ℝ × (ι → ℝ) → ℝ} (hE : Differentiable ℝ E)
    (N : ℝ) (v : ι → ℝ) :
    chemicalPotential E N v = fderiv ℝ E (N, v) (1, 0) ∧
      ∀ i, density E N v i = fderiv ℝ E (N, v) (0, Pi.single i 1) := by
  refine ⟨(hasDerivAt_path hE (hasDerivAt_id' N) (hasDerivAt_const N v)).deriv, fun i => ?_⟩
  have h := hasDerivAt_path hE (hasDerivAt_const (v i) N) (hasDerivAt_update v i (v i))
  rw [Function.update_eq_self] at h
  exact h.deriv

/-- Under a uniform shift of the potential, a differentiable energy changes at a rate equal
to the total density. -/
theorem hasDerivAt_shift {E : ℝ × (ι → ℝ) → ℝ} (hE : Differentiable ℝ E)
    (N : ℝ) (v : ι → ℝ) (c : ℝ) :
    HasDerivAt (fun c => E (N, fun i => v i + c))
      (∑ i, density E N (fun j => v j + c) i) c := by
  have hy : HasDerivAt (fun (c : ℝ) (i : ι) => v i + c) (fun _ => 1) c :=
    hasDerivAt_pi.2 fun i => (hasDerivAt_id' c).const_add (v i)
  refine (hasDerivAt_path hE (hasDerivAt_const c N) hy).congr_deriv ?_
  rw [response_expand]
  simp only [mul_zero, zero_add, mul_one, (first_derivatives hE _ _).2]

/-- For a differentiable energy, the shift law holds exactly when the site densities
always sum to the electron number. -/
theorem shiftLaw_iff_sum_density {E : ℝ × (ι → ℝ) → ℝ} (hE : Differentiable ℝ E) :
    ShiftLaw E ↔ ∀ N v, ∑ i, density E N v i = N := by
  constructor
  · intro h N v
    have h1 := hasDerivAt_shift hE N v 0
    simp only [add_zero] at h1
    have h2 : HasDerivAt (fun c => E (N, fun i => v i + c)) N 0 := by
      rw [show (fun c => E (N, fun i => v i + c)) = fun c => E (N, v) + c * N from
        funext (h N v)]
      exact (hasDerivAt_mul_const N).const_add _
    exact h1.unique h2
  · intro h N v c
    -- the energy minus `c N` does not change along the shift
    have hd : ∀ c, HasDerivAt (fun c => E (N, fun i => v i + c) - c * N) 0 c := fun c =>
      ((hasDerivAt_shift hE N v c).fun_sub (hasDerivAt_mul_const N)).congr_deriv
        (by rw [h, sub_self])
    have h0 := is_const_of_deriv_eq_zero (fun c => (hd c).differentiableAt)
      (fun c => (hd c).deriv) c 0
    simp only [add_zero, zero_mul, sub_zero] at h0
    linarith

/-- Total differential `dμ = η dN + ∑ f_i dv_i` of the chemical potential along any
differentiable path, for a twice continuously differentiable energy. -/
theorem chemicalPotential_response {E : ℝ × (ι → ℝ) → ℝ} (hE : ContDiff ℝ 2 E)
    {x : ℝ → ℝ} {y : ℝ → ι → ℝ} {s a : ℝ} {w : ι → ℝ}
    (hx : HasDerivAt x a s) (hy : HasDerivAt y w s) :
    HasDerivAt (fun t => chemicalPotential E (x t) (y t))
      (hardness E (x s) (y s) * a + ∑ i, fukui E (x s) (y s) i * w i) s := by
  have hE1 : Differentiable ℝ E := hE.differentiable (by norm_num)
  have hη : hardness E (x s) (y s)
      = fderiv ℝ (fderiv ℝ E) (x s, y s) (1, 0) (1, 0) := by
    unfold hardness
    simp only [(first_derivatives hE1 _ _).1]
    exact (hasDerivAt_slope hE (hasDerivAt_id' (x s)) (hasDerivAt_const _ (y s)) _).deriv
  have hf : ∀ i, fukui E (x s) (y s) i
      = fderiv ℝ (fderiv ℝ E) (x s, y s) (1, 0) (0, Pi.single i 1) := fun i => by
    unfold fukui
    simp only [(first_derivatives hE1 _ _).2]
    exact (hasDerivAt_slope hE (hasDerivAt_id' (x s)) (hasDerivAt_const _ (y s)) _).deriv
  -- mixed second derivatives do not depend on the order
  have hsymm : IsSymmSndFDerivAt ℝ E (x s, y s) :=
    hE.contDiffAt.isSymmSndFDerivAt (by simp)
  simp only [(first_derivatives hE1 _ _).1]
  refine (hasDerivAt_slope hE hx hy (1, 0)).congr_deriv ?_
  rw [hsymm (a, w) (1, 0), response_expand, hη]
  simp only [hf]

/-- Maxwell relation for a twice continuously differentiable energy: the Fukui component `f_i`
is both the derivative of `n_i` in `N` and the derivative of `μ` in `v_i`. -/
theorem fukui_maxwell {E : ℝ × (ι → ℝ) → ℝ} (hE : ContDiff ℝ 2 E)
    (N : ℝ) (v : ι → ℝ) (i : ι) :
    HasDerivAt (fun n => density E n v i) (fukui E N v i) N ∧
      HasDerivAt (fun t => chemicalPotential E N (Function.update v i t))
        (fukui E N v i) (v i) := by
  have hE1 : Differentiable ℝ E := hE.differentiable (by norm_num)
  constructor
  · have hd : DifferentiableAt ℝ (fun n => density E n v i) N := by
      simp only [(first_derivatives hE1 _ _).2]
      exact (hasDerivAt_slope hE (hasDerivAt_id' N) (hasDerivAt_const N v) _).differentiableAt
    exact hd.hasDerivAt
  · have h := chemicalPotential_response hE (hasDerivAt_const (v i) N)
      (hasDerivAt_update v i (v i))
    simpa [Function.update_eq_self, Pi.single_apply] using h

/-- For a twice continuously differentiable energy obeying the shift law, the components of
the Fukui vector sum to one. -/
theorem sum_fukui {E : ℝ × (ι → ℝ) → ℝ} (hE : ContDiff ℝ 2 E) (hS : ShiftLaw E)
    (N : ℝ) (v : ι → ℝ) : ∑ i, fukui E N v i = 1 := by
  have hn := (shiftLaw_iff_sum_density (hE.differentiable (by norm_num))).1 hS
  have h := HasDerivAt.fun_sum (u := Finset.univ) fun i _ => (fukui_maxwell hE N v i).1
  simp only [hn] at h
  exact h.unique (hasDerivAt_id' N)

/-- A two-site model energy `N²/2 + N (v₀ + v₁)/2 - N (v₀ - v₁)²/4`. -/
def twoSite (p : ℝ × (Fin 2 → ℝ)) : ℝ :=
  p.1 ^ 2 / 2 + p.1 / 2 * (p.2 0 + p.2 1) - p.1 / 4 * (p.2 0 - p.2 1) ^ 2

/-- The two-site model is twice continuously differentiable and obeys the shift law, and its
Fukui component on site 0 is `(1 - (v₀ - v₁))/2`. -/
theorem twoSite_witness : ContDiff ℝ 2 twoSite ∧ ShiftLaw twoSite ∧
    ∀ N v, fukui twoSite N v 0 = (1 - (v 0 - v 1)) / 2 := by
  refine ⟨by unfold twoSite; fun_prop, fun N v c => by simp only [twoSite]; ring,
    fun N v => ?_⟩
  have hd : ∀ x, density twoSite x v 0 = x * ((1 - (v 0 - v 1)) / 2) := fun x => by
    have e : (fun t => twoSite (x, Function.update v 0 t)) = fun t =>
        x ^ 2 / 2 + x / 2 * (t + v 1) - x / 4 * ((t - v 1) * (t - v 1)) := by
      funext t
      simp [twoSite, pow_two]
    have h1 := (hasDerivAt_id' (v 0)).add_const (v 1)
    have h2 := (hasDerivAt_id' (v 0)).sub_const (v 1)
    have h := ((h1.const_mul (x / 2)).const_add (x ^ 2 / 2)).fun_sub
      ((h2.fun_mul h2).const_mul (x / 4))
    unfold density
    rw [e]
    exact h.deriv.trans (by ring)
  unfold fukui
  simp only [hd]
  exact (hasDerivAt_mul_const _).deriv

end

end FukuiMaxwell
```

```lean
#print axioms FukuiMaxwell.sum_fukui
```

```
'FukuiMaxwell.sum_fukui' depends on axioms: [propext, Classical.choice, Quot.sound]
```

## What the Lean statements say about the physics

The finite type `ι` labels the sites, and `E : ℝ × (ι → ℝ) → ℝ` takes the electron number and the list of site potentials. In `density`, the expression `Function.update v i t` replaces the potential on site `i` by `t` and leaves the others alone. The definitions `chemicalPotential`, `fukui` and `hardness` are the partial derivatives $\mu$, $f_i$ and $\eta$ introduced above. The smoothness hypothesis is `ContDiff ℝ 2 E`, and `ShiftLaw E` is the shift law for every $N$, $v$ and $c$.

- `fukui_maxwell` says that $n_i$ is differentiable in $N$, that $\mu$ is differentiable in $v_i$, and that both derivatives equal `fukui E N v i`. It does not use the shift law. Lean's `deriv` returns zero where a derivative does not exist; stating the relation with `HasDerivAt` rules out an agreement of that kind.
- `chemicalPotential_response` is the formula for $d\mu/dt$ along a differentiable path.
- `shiftLaw_iff_sum_density` says that, for a differentiable energy, the shift law is equivalent to $\sum_i n_i=N$ everywhere.
- `sum_fukui` is the sum rule, under both smoothness and the shift law.
- `twoSite_witness` shows that the two-site energy satisfies both hypotheses, with $f_0=(1-(v_0-v_1))/2$. The Fukui vector in this example thus depends on the potential.

## How the lemmas carry the derivation

`hasDerivAt_path` is the chain rule along a path in $(N,v)$. `first_derivatives` applies it to paths that change one variable, and so identifies $\mu$ and $n_i$ with components of the total derivative of $E$. `hasDerivAt_slope` does the same one order higher: it gives the rate at which a fixed component of that derivative changes along a path. `response_expand` splits a linear response into its $N$ part and its site parts.

The exchange of mixed derivatives takes place in `chemicalPotential_response`. The fact `hsymm` swaps the two directions of the second derivative, and `response_expand` then yields the terms with $\eta$ and $f_i$. In `fukui_maxwell`, $N$ is constant and only one site potential varies, so the sum reduces to the single term $f_i$.

`hasDerivAt_shift` computes $g'(c)$. In `shiftLaw_iff_sum_density`, the forward direction compares two derivatives of the same function at $c=0$, and the reverse direction uses the constancy of $g(c)-cN$. Finally, `sum_fukui` differentiates the sum of the populations term by term, rewrites that sum as $N$, and uses the uniqueness of the derivative.

## Limits for use with a real code

The theorems start from a given function $E$. They contain no Hamiltonian or self-consistency cycle, and they do not show that a particular electronic-structure method produces a smooth energy. In the file, `density` is an energy derivative by definition. Whether it equals a printed population depends on the method and on the way the potential enters.

The energy is defined for all real $N$, including negative values, whereas a lattice model has a bounded range of occupations. The derivation by hand is local and works equally well in the interior of such a range, but the Lean statements concern functions on the whole space.

The one-sided Fukui functions at integer $N$, which belong to the energy with kinks, are not covered, and neither is a Fukui function $f(\mathbf r)$ on continuous space. Nothing is said about the sign of $f_i$. The hypotheses alone allow negative values: in the two-site model, $f_0$ is negative when $v_0-v_1>1$. For $N>0$ the population $n_0=Nf_0$ is then negative too, so the model is not physical in that range. The theorems concern derivatives, so the error of a finite-difference estimate has to be assessed separately.
